# No absolutely summable Wannier series equals the dipole term (q·z)/(q·εq) near q = 0 when z ≠ 0

## Can a Wannier series absorb the 1/q dipole term?

I model a Wannier-interpolated quantity as a series over real-space positions R_j,

S(q) = ∑_j c_j exp(i q·R_j),

with complex coefficients whose moduli have a finite sum. That is my way of saying that the matrix elements between Wannier functions decay fast enough in real space. In a bulk (three-dimensional) polar insulator, the electron–phonon coupling also contains a dipole term. Up to a prefactor, its long-wavelength part is

g(q) = (q·z)/(q·εq),

where ε is the high-frequency (electronic) dielectric matrix and z is a constant nonzero vector, built from the Born effective charges for a fixed pattern of atomic displacements.

I have always been told that this term must be subtracted before the interpolation and added back afterwards, because it grows like 1/q and a series like S(q) can't follow it. I believe this, but I'd like to see it as a theorem with its assumptions in the open, and checked by Lean. Can it also be shown that the subtraction works only with the right amplitude?

## A summable series is bounded, and the dipole term is not

Your choice of absolutely summable coefficients settles the matter. It makes S(q) bounded by one number for all q, whereas g exceeds every number at wavevectors as close to zero as you like. Both halves are short, and together they also fix the amplitude of the subtraction. The mathematics holds for real wavevectors in any finite dimension, but this form of g describes a bulk crystal, not an atomically thin layer. The matrix ε is positive definite in the sense that q·εq > 0 for every q ≠ 0.

### Scaling and growth along the direction of z

Take a real number t ≠ 0 and replace q by tq. The numerator of g picks up one factor of t and the denominator two:

(tq)·z = t (q·z)

(tq)·ε(tq) = t² (q·εq)

Multiplying g(tq) by t therefore gives back the original value:

t g(tq) = t · t (q·z) / (t² (q·εq)) = g(q).

This is the statement g(tq) = g(q)/t in product form.

Now approach q = 0 along z itself. At q = z the dipole term is

g(z) = (z·z)/(z·εz) > 0,

because z ≠ 0 makes the numerator positive and positive definiteness does the same for the denominator. Suppose someone prescribes a radius δ > 0 and a real bound C. Choose

t = min( δ/(2‖z‖), g(z)/(|C| + 1) ),

which is positive. The first entry of the minimum keeps the wavevector tz inside the ball:

‖tz‖ = t‖z‖ ≤ δ/2 < δ.

The second entry makes the dipole term large:

g(tz) = g(z)/t ≥ |C| + 1 > C.

So every punctured ball around zero contains a wavevector at which g exceeds C. The growth depends on direction: wherever q is perpendicular to z, g vanishes. One bad direction is enough for the argument.

### The bound on the series and the contradiction

Each phase exp(i q·R_j) has modulus one, since q·R_j is real. The triangle inequality for an absolutely convergent series gives

|S(q)| ≤ ∑_j |c_j| = M,

and M does not depend on q. If S(q) were equal to g(q) for all q ≠ 0 with ‖q‖ < δ, then g would be at most M throughout that punctured ball. The previous step, with C = M, supplies a wavevector in the ball with g(q) > M. Hence no such equality holds on any punctured ball, however small.

### Why the amplitude of the subtraction is fixed

Suppose that near zero a quantity f is a summable series plus a dipole term with complex amplitude a:

f(q) = S(q) + a g(q).

Subtract b g(q), and suppose that what remains is again a summable series S′(q), with coefficients c′_j, on some punctured ball. On the smaller of the two balls both relations hold, and their difference is

(a − b) g(q) = S′(q) − S(q).

Write M′ = ∑_j |c′_j|. The right-hand side has modulus at most M′ + M, so

|a − b| |g(q)| ≤ M′ + M.

If a ≠ b, there is a q in the ball with g(q) > (M′ + M)/|a − b|, which contradicts this. Therefore b = a. Conversely, if b = a, the subtraction leaves S(q), which is a summable series by assumption.

### How the physics appears in Lean

The finite type `n` labels the Cartesian components, so a wavevector is a function `q : n → ℝ`. The type `ι` labels the terms of the series, `R j` is the position that belongs to term `j`, and `c j` is its complex coefficient. The positions are arbitrary real vectors. Those of a Bravais lattice are included, and so is any finite list of lattice vectors, for which the coefficients are summable automatically.

`IsDielectric eps` says that `q ⬝ᵥ eps *ᵥ q`, which is q·εq, is positive for every nonzero `q`. Physically, the medium screens a macroscopic field with a positive dielectric constant along every direction. Symmetry of the matrix is not required, because only the quadratic form enters g.

`dipole eps z q` is g(q), a real number. `latticeSum R c q` is S(q), with `∑'` as Mathlib's notation for an infinite sum. The condition `Summable (fun j => ‖c j‖)` is absolute summability. It is assumed here, and is not derived from the localisation of Wannier functions in a particular material.

The theorems then read as follows.

- `dipole_scaling` states t g(tq) = g(q) for t ≠ 0. It needs neither positive definiteness nor q ≠ 0, since Lean sets a quotient with zero denominator to zero and both sides then vanish.
- `dipole_unbounded` says that for every δ > 0 and every real `C` there is a nonzero `q` with ‖q‖ < δ and g(q) > `C`.
- `latticeSum_bounded` gives the bound |S(q)| ≤ ∑_j |c_j| for every q.
- `dipole_not_latticeSum` says that, for given positions, there are no absolutely summable coefficients and no δ > 0 for which S(q) = g(q) whenever 0 < ‖q‖ < δ.
- `dipole_subtraction_iff` says that if f = S + a g on a punctured ball, then f − b g is an absolutely summable series over the same positions on some punctured ball if and only if b = a.

The norm `‖q‖` on `n → ℝ` is the largest modulus of a component, not the Euclidean length. In finite dimension the two define the same neighbourhoods of zero, so the physical content is unaffected.

The model keeps a single dipole term with a constant vector z. The terms with nonzero reciprocal lattice vectors, the phase factors from atomic positions, the overlaps between Bloch states and the quadrupole corrections are all absent. The last theorem compares only multiples of this one g. It does not rule out subtracting another function with the same singular behaviour, and in practice a dipole term is often given a smooth cutoff at large wavevectors.

Within this one-term model, the result bears on the interpolation of electron–phonon matrix elements in polar insulators: enlarging the set of real-space vectors cannot make a summable series reproduce the long-wavelength coupling.

### The Lean file

```lean
import Mathlib

open Matrix

namespace PolarWannierInterpolation

noncomputable section

variable {n ι : Type*} [Fintype n]

/-- The dielectric matrix gives a positive quadratic form on nonzero wavevectors. -/
def IsDielectric (eps : Matrix n n ℝ) : Prop :=
  ∀ q : n → ℝ, q ≠ 0 → 0 < q ⬝ᵥ eps *ᵥ q

/-- The long-range dipole term `(q · z) / (q · eps q)`. -/
def dipole (eps : Matrix n n ℝ) (z q : n → ℝ) : ℝ :=
  (q ⬝ᵥ z) / (q ⬝ᵥ eps *ᵥ q)

/-- The Wannier interpolation series `∑ c_R exp(i q · R)` with positions `R j` and
coefficients `c j`. -/
def latticeSum (R : ι → n → ℝ) (c : ι → ℂ) (q : n → ℝ) : ℂ :=
  ∑' j, c j * Complex.exp (((q ⬝ᵥ R j : ℝ) : ℂ) * Complex.I)

/-- Inverse scaling of the dipole term: `t g(t q) = g(q)` for every real `t ≠ 0`. -/
theorem dipole_scaling (eps : Matrix n n ℝ) (z q : n → ℝ) {t : ℝ} (ht : t ≠ 0) :
    t * dipole eps z (t • q) = dipole eps z q := by
  unfold dipole
  simp only [Matrix.mulVec_smul, smul_dotProduct, dotProduct_smul, smul_eq_mul]
  rw [mul_div_mul_left _ _ ht, ← mul_div_assoc, mul_div_mul_left _ _ ht]

/-- If `eps` satisfies `IsDielectric` and `z ≠ 0`, the dipole term exceeds every bound at nonzero
wavevectors arbitrarily close to zero. -/
theorem dipole_unbounded {eps : Matrix n n ℝ} (heps : IsDielectric eps)
    {z : n → ℝ} (hz : z ≠ 0) {δ : ℝ} (hδ : 0 < δ) (C : ℝ) :
    ∃ q : n → ℝ, q ≠ 0 ∧ ‖q‖ < δ ∧ C < dipole eps z q := by
  have hzz : 0 < z ⬝ᵥ z := by
    have h0 : 0 ≤ z ⬝ᵥ z := Finset.sum_nonneg (fun i _ => mul_self_nonneg (z i))
    exact lt_of_le_of_ne h0 (fun h => hz (dotProduct_self_eq_zero.mp h.symm))
  have hG : 0 < dipole eps z z := div_pos hzz (heps z hz)
  have hn : 0 < ‖z‖ := norm_pos_iff.mpr hz
  have hC : 0 < |C| + 1 := by positivity
  -- approach the zone centre along the direction of z
  obtain ⟨t, ht, ht1, ht2⟩ : ∃ t : ℝ, 0 < t ∧ t ≤ δ / (2 * ‖z‖) ∧
      t ≤ dipole eps z z / (|C| + 1) :=
    ⟨min (δ / (2 * ‖z‖)) (dipole eps z z / (|C| + 1)),
      lt_min (by positivity) (div_pos hG hC), min_le_left _ _, min_le_right _ _⟩
  refine ⟨t • z, smul_ne_zero ht.ne' hz, ?_, ?_⟩
  · rw [norm_smul, Real.norm_of_nonneg ht.le]
    rw [le_div_iff₀ (by positivity)] at ht1
    linarith
  · rw [le_div_iff₀ hC, ← dipole_scaling eps z z ht.ne'] at ht2
    have h := le_of_mul_le_mul_left ht2 ht
    linarith [le_abs_self C]

/-- An absolutely summable interpolation series is bounded, uniformly in the wavevector,
by the sum of the moduli of its coefficients. -/
theorem latticeSum_bounded (R : ι → n → ℝ) {c : ι → ℂ}
    (hc : Summable (fun j => ‖c j‖)) (q : n → ℝ) :
    ‖latticeSum R c q‖ ≤ ∑' j, ‖c j‖ := by
  unfold latticeSum
  refine tsum_of_norm_bounded hc.hasSum (fun j => ?_)
  -- each Bloch phase has modulus one
  rw [norm_mul, Complex.norm_exp_ofReal_mul_I, mul_one]

/-- If `eps` satisfies `IsDielectric` and `z ≠ 0`, no absolutely summable interpolation series
equals the dipole term on a punctured neighbourhood of zero wavevector. -/
theorem dipole_not_latticeSum {eps : Matrix n n ℝ} (heps : IsDielectric eps)
    {z : n → ℝ} (hz : z ≠ 0) (R : ι → n → ℝ) :
    ¬ ∃ c : ι → ℂ, Summable (fun j => ‖c j‖) ∧ ∃ δ : ℝ, 0 < δ ∧
      ∀ q : n → ℝ, q ≠ 0 → ‖q‖ < δ → latticeSum R c q = (dipole eps z q : ℂ) := by
  rintro ⟨c, hc, δ, hδ, h⟩
  obtain ⟨q, hq0, hqδ, hq⟩ := dipole_unbounded heps hz hδ (∑' j, ‖c j‖)
  have hb := latticeSum_bounded R hc q
  rw [h q hq0 hqδ, Complex.norm_real, Real.norm_eq_abs] at hb
  linarith [le_abs_self (dipole eps z q)]

/-- Let `eps` satisfy `IsDielectric`, let `z ≠ 0`, and let `f` be an absolutely summable series plus
`a` times the dipole term near zero wavevector. Subtracting `b` times the dipole term leaves an
absolutely summable series over the same positions near zero if and only if `b = a`. -/
theorem dipole_subtraction_iff {eps : Matrix n n ℝ} (heps : IsDielectric eps)
    {z : n → ℝ} (hz : z ≠ 0) (R : ι → n → ℝ) {c : ι → ℂ}
    (hc : Summable (fun j => ‖c j‖)) (f : (n → ℝ) → ℂ) (a b : ℂ) {δ : ℝ} (hδ : 0 < δ)
    (hf : ∀ q : n → ℝ, q ≠ 0 → ‖q‖ < δ →
      f q = latticeSum R c q + a * (dipole eps z q : ℂ)) :
    (∃ c' : ι → ℂ, Summable (fun j => ‖c' j‖) ∧ ∃ r : ℝ, 0 < r ∧
      ∀ q : n → ℝ, q ≠ 0 → ‖q‖ < r →
        f q - b * (dipole eps z q : ℂ) = latticeSum R c' q) ↔ b = a := by
  constructor
  · rintro ⟨c', hc', r, hr, h⟩
    by_contra hba
    have hpos : 0 < ‖a - b‖ := norm_pos_iff.mpr (sub_ne_zero.mpr (Ne.symm hba))
    obtain ⟨q, hq0, hqr, hq⟩ := dipole_unbounded heps hz (lt_min hδ hr)
      (((∑' j, ‖c' j‖) + ∑' j, ‖c j‖) / ‖a - b‖)
    have h1 := hf q hq0 (lt_of_lt_of_le hqr (min_le_left _ _))
    have h2 := h q hq0 (lt_of_lt_of_le hqr (min_le_right _ _))
    -- the leftover dipole term would be a difference of two bounded series
    have key : (a - b) * (dipole eps z q : ℂ) = latticeSum R c' q - latticeSum R c q := by
      linear_combination h2 - h1
    have hb := norm_sub_le (latticeSum R c' q) (latticeSum R c q)
    rw [← key, norm_mul, Complex.norm_real, Real.norm_eq_abs] at hb
    rw [div_lt_iff₀ hpos] at hq
    have h3 := mul_le_mul_of_nonneg_left (le_abs_self (dipole eps z q)) hpos.le
    linarith [latticeSum_bounded R hc q, latticeSum_bounded R hc' q]
  · intro hba
    refine ⟨c, hc, δ, hδ, fun q hq0 hqδ => ?_⟩
    rw [hf q hq0 hqδ, hba]
    ring

end

end PolarWannierInterpolation
```

```lean
#print axioms PolarWannierInterpolation.dipole_not_latticeSum
#print axioms PolarWannierInterpolation.dipole_subtraction_iff
```

```
'PolarWannierInterpolation.dipole_not_latticeSum' depends on axioms: [propext, Classical.choice, Quot.sound]
'PolarWannierInterpolation.dipole_subtraction_iff' depends on axioms: [propext, Classical.choice, Quot.sound]
```

### How the proofs follow the derivation

**Scaling.** In `dipole_scaling`, the `simp only` call pulls the factors of t out of the matrix product and the dot products. The rewrites with `mul_div_mul_left` then cancel them one at a time. Each cancellation uses `ht`, the assumption t ≠ 0.

**Growth.** `dipole_unbounded` first establishes z·z > 0: the sum of squares is nonnegative, and it vanishes only for z = 0. Together with `heps z hz`, which is z·εz > 0, this gives `hG`, the positivity of g(z). The `obtain` step introduces t as the minimum used above and keeps just three facts about it: it is positive, and it lies below each of the two entries.

Two goals remain after `refine`. The first is ‖tz‖ < δ, which follows from the first entry once the division has been cleared. For the second, clearing the division gives t(|C| + 1) ≤ g(z). Rewriting g(z) backwards with `dipole_scaling` turns this into

t (|C| + 1) ≤ t g(tz),

and `le_of_mul_le_mul_left` cancels the positive factor t. Since C ≤ |C|, the claim follows. The product form of the scaling law pays off here, as the inequality arrives ready for cancellation.

**Impossibility.** `dipole_not_latticeSum` assumes that suitable coefficients and a radius exist. It calls `dipole_unbounded` with the bound `∑' j, ‖c j‖`, which is M. At the wavevector obtained, the assumed equality `h` replaces the series by g(q) inside the inequality from `latticeSum_bounded`. This gives |g(q)| ≤ M, while `hq` says M < g(q), and `linarith` closes the contradiction.

**Amplitude.** In the forward direction of `dipole_subtraction_iff`, the proof supposes b ≠ a, so that |a − b| > 0. It asks `dipole_unbounded` for a wavevector within `min δ r`, where both the assumed form of f and the assumed remainder are valid. The required bound is (M′ + M)/|a − b|.

The equation `key` is the difference of the two relations, which `linear_combination h2 - h1` verifies as an algebraic identity. `norm_sub_le` is the triangle inequality for S′ − S, and the remaining lines compare the resulting upper bound on |a − b| |g(q)| with the lower bound from the choice of q. In the reverse direction, the original coefficients `c` and radius `δ` serve as the witnesses, and `ring` confirms that the dipole terms cancel.

### From a bound on each term to a bound on the sum

The bound on the series comes from the Mathlib lemma `tsum_of_norm_bounded`, used in `latticeSum_bounded`. It is the comparison estimate for infinite series, and it takes two inputs. The first says that a series of real numbers has a given sum. The second says that the norm of each term of the series of interest is at most the corresponding real number. The conclusion is that the norm of the whole infinite sum is at most the given sum.

The first input here is `hc.hasSum`. The hypothesis `hc` says only that the moduli are summable, and `.hasSum` turns this into the statement that they sum to the specific number `∑' j, ‖c j‖`. The lemma then leaves one inequality for each `j`:

|c_j exp(i q·R_j)| ≤ |c_j|.

The physics enters at this point. `norm_mul` splits the modulus of the product, and `Complex.norm_exp_ofReal_mul_I` says that exp(ix) has modulus one for real x. It applies because `latticeSum` forms q·R_j as a real number before converting it to a complex one. After `mul_one`, the two sides coincide.

The comparison series contains no q, so the resulting bound is uniform. A bound that varied with q could grow as q → 0 and would not contradict the growth of g. Because M is a fixed number, it can be handed to `dipole_unbounded` before any wavevector has been chosen.
